# For an exponent between 0 and 1, the slope of the spin factor tends to minus infinity at full polarisation

The spin factor at relative spin polarisation `z` is the mean of the `p`-th powers of the scaled spin densities `1 + z` and `1 - z`. The lemma `spinFactor_deriv_tendsto` says that, for a fixed real `p` with 0 < `p` < 1, the derivative of this factor with respect to `z` tends to minus infinity as `z` approaches 1 from below. It concerns this explicit function of one real variable only, and no energy functional enters. The proof takes the derivative from the preceding theorem, shows that the minority-spin term `(1 - z) ^ (p - 1)` grows without bound, and bounds the majority-spin term `(1 + z) ^ (p - 1)` by 1 for `z` between 0 and 1.

An attempt in Lean 4 with a fault in it:

```lean
import Mathlib

open Set Filter Topology

namespace GradientSpinFactor

noncomputable section

/-- The spin factor with exponent `p` at relative spin polarisation `z`: the mean of the
`p`-th powers of the scaled spin densities `1 + z` and `1 - z`. -/
def spinFactor (p z : ℝ) : ℝ := ((1 + z) ^ p + (1 - z) ^ p) / 2

/-- The derivative of the spin factor with respect to the polarisation, at partial
polarisation. -/
theorem spinFactor_hasDerivAt (p : ℝ) {z : ℝ} (hz : z ∈ Ioo (-1 : ℝ) 1) :
    HasDerivAt (spinFactor p) (p / 2 * ((1 + z) ^ (p - 1) - (1 - z) ^ (p - 1))) z := by
  have h1 : HasDerivAt (fun x : ℝ => 1 + x) 1 z := (hasDerivAt_id' z).const_add 1
  have h2 : HasDerivAt (fun x : ℝ => 1 - x) (-1) z := (hasDerivAt_id' z).const_sub 1
  have n1 : 1 + z ≠ 0 := (show 0 < 1 + z by linarith [hz.1]).ne'
  have n2 : 1 - z ≠ 0 := (sub_pos.2 hz.2).ne'
  have h3 := ((h1.rpow_const (p := p) (Or.inl n1)).fun_add
    (h2.rpow_const (p := p) (Or.inl n2))).div_const 2
  exact h3.congr_deriv (by ring)

/-- For an exponent between 0 and 1 the slope of the spin factor tends to minus infinity as
the gas approaches full polarisation. -/
theorem spinFactor_deriv_tendsto {p : ℝ} (hp0 : 0 < p) (hp1 : p < 1) :
    Tendsto (deriv (spinFactor p)) (𝓝[<] 1) atBot := by
  have h0 : Tendsto (fun z : ℝ => 1 - z) (𝓝[<] 1) (𝓝[>] 0) := by
    refine tendsto_nhdsWithin_iff.2 ⟨?_, ?_⟩
    · have h : Tendsto (fun z : ℝ => 1 - z) (𝓝 1) (𝓝 (1 - 1)) :=
        (continuous_const.sub continuous_id).tendsto 1
      rw [sub_self] at h
      exact h.mono_left nhdsWithin_le_nhds
    · filter_upwards [self_mem_nhdsWithin] with z hz
      exact sub_pos.2 hz
  -- the minority-spin term diverges
  have hT : Tendsto (fun z : ℝ => ((1 - z)⁻¹) ^ (1 - p)) (𝓝[<] 1) atTop :=
    (tendsto_rpow_atTop (sub_pos.2 hp1)).comp (tendsto_inv_nhdsGT_zero.comp h0)
  refine tendsto_atBot.2 fun b => ?_
  filter_upwards [hT.eventually_ge_atTop (1 - 2 * b / p),
    Ioo_mem_nhdsLT (show (0 : ℝ) < 1 from one_pos)] with z hz hz01
  rw [(spinFactor_hasDerivAt p ⟨by linarith [hz01.1], hz01.2⟩).deriv]
  have e : ((1 - z)⁻¹) ^ (1 - p) = (1 - z) ^ (p - 1) := by
    have hn : 0 ≤ 1 - z := (sub_pos.2 hz01.2).le
    rw [Real.inv_rpow hn, ← Real.rpow_neg hn, neg_sub]
  rw [e] at hz
  -- the majority-spin term stays bounded
  have hA : (1 + z) ^ (p - 1) ≤ 1 :=
    Real.rpow_le_one_of_one_le_of_nonpos (by linarith [hz01.1]) (by linarith)
  calc p / 2 * ((1 + z) ^ (p - 1) - (1 - z) ^ (p - 1))
      ≤ p / 2 * (2 * b / p) :=
        mul_le_mul_of_nonneg_left (by linarith) (by linarith)
    _ = b := by field_simp

end

end GradientSpinFactor
```

Messages:

```
Main.lean:36:22: error: Application type mismatch: The argument
  hz
has type
  z ∈ Iio 1
but is expected to have type
  ?m.158 < ?m.157
in the application
  sub_pos.mpr hz
```

As a diff, the version that Lean accepts:

```diff
@@ -34,5 +34,5 @@
       exact h.mono_left nhdsWithin_le_nhds
     · filter_upwards [self_mem_nhdsWithin] with z hz
-      exact sub_pos.2 hz
+      exact mem_Ioi.2 (sub_pos.2 (mem_Iio.1 hz))
   -- the minority-spin term diverges
   have hT : Tendsto (fun z : ℝ => ((1 - z)⁻¹) ^ (1 - p)) (𝓝[<] 1) atTop :=
```

The error lies in the step showing that `1 - z` is positive when `z` is below 1. Here both the hypothesis and the goal are set memberships: `hz` is `z ∈ Iio 1`, and the goal is that `1 - z` lies in `Ioi 0`. These mean `z < 1` and `0 < 1 - z`, but `sub_pos.2` is stated with inequalities. The placeholders in the message show that Lean had not settled the two sides of the inequality `sub_pos.2` expects when it checked `hz`, and it did not match the membership with that open inequality.

The repair makes both translations explicit. `mem_Iio.1 hz` supplies `z < 1`, a true inequality for `sub_pos.2` to take, which answers the reported mismatch. `mem_Ioi.2` turns the resulting `0 < 1 - z` into the membership the goal asks for, and so also tells `sub_pos.2` which inequality to prove. The two changes were made together, so the messages do not show whether one alone would have been enough.
